# Full polarization minimises the energy of a finite Heisenberg model with ferromagnetic couplings

In a ferromagnet the exchange energy favours parallel spins, but the quantum exchange operator also contains spin-flip terms, which in an antiferromagnet push the energy below that of the classical antiparallel arrangement. For finitely many spins $n/2$ with Hamiltonian $-\sum_{a<b}g_{ab}\,\mathbf S_a\cdot\mathbf S_b$ and all $g_{ab}\ge 0$, the theorems below show that no state has lower energy than the product state with every spin fully polarized along $z$.

```lean
import Mathlib

open Matrix
open scoped ComplexOrder

namespace FerromagneticGroundState

noncomputable section

/-- Operators on one site of spin `n/2`, with levels `j = 0, …, n`. -/
abbrev SiteOp (n : ℕ) := Matrix (Fin (n + 1)) (Fin (n + 1)) ℂ

/-- Operators on `N` sites of spin `n/2`, in the basis of level configurations. -/
abbrev ManyOp (N n : ℕ) := Matrix (Fin N → Fin (n + 1)) (Fin N → Fin (n + 1)) ℂ

variable {N n : ℕ}

/-- `S^z`, diagonal with entries `j - n/2`. -/
def spinZ (n : ℕ) : SiteOp n := Matrix.diagonal fun j => ((j : ℕ) : ℂ) - n / 2

/-- The lowering operator `S⁻`, with element `√(n - i) √j` from level `j = i + 1` to `i`. -/
def lower (n : ℕ) : SiteOp n := Matrix.of fun i j =>
  if (j : ℕ) = i + 1 then ((√((n : ℝ) - i) : ℝ) : ℂ) * ((√(j : ℝ) : ℝ) : ℂ) else 0

/-- The tensor product of one operator per site. -/
def tensorOp (M : Fin N → SiteOp n) : ManyOp N n :=
  Matrix.of fun σ τ => ∏ c, M c (σ c) (τ c)

/-- Tensor products of operators multiply site by site. -/
theorem tensorOp_mul (M K : Fin N → SiteOp n) :
    tensorOp M * tensorOp K = tensorOp (M * K) := by
  ext σ τ
  simp only [tensorOp, Matrix.mul_apply, Matrix.of_apply, Pi.mul_apply,
    ← Finset.prod_mul_distrib]
  rw [Finset.prod_univ_sum, Fintype.piFinset_univ]

/-- The tensor product of identities is the identity. -/
theorem tensorOp_one : tensorOp (1 : Fin N → SiteOp n) = 1 := by
  ext σ τ
  by_cases h : σ = τ
  · subst h
    simp [tensorOp]
  · obtain ⟨c, hc⟩ := Function.ne_iff.1 h
    rw [Matrix.one_apply_ne h]
    exact Finset.prod_eq_zero (Finset.mem_univ c) (Matrix.one_apply_ne hc)

/-- Matrix elements of an operator that acts on site `a` only. -/
theorem tensorOp_single (a : Fin N) (M : SiteOp n) (σ τ : Fin N → Fin (n + 1)) :
    tensorOp (Pi.mulSingle a M) σ τ =
      M (σ a) (τ a) * ∏ c ∈ Finset.univ.erase a, (1 : SiteOp n) (σ c) (τ c) := by
  simp only [tensorOp, Matrix.of_apply]
  rw [← Finset.mul_prod_erase Finset.univ _ (Finset.mem_univ a), Pi.mulSingle_eq_same]
  congr 1
  refine Finset.prod_congr rfl fun c hc => ?_
  rw [Pi.mulSingle_eq_of_ne (Finset.ne_of_mem_erase hc)]

/-- A one-site operator placed on site `a`, with the identity on all other sites. -/
def site (a : Fin N) : SiteOp n →⋆ₐ[ℂ] ManyOp N n where
  toFun M := tensorOp (Pi.mulSingle a M)
  map_one' := by rw [Pi.mulSingle_one, tensorOp_one]
  map_mul' M K := by rw [tensorOp_mul, Pi.mulSingle_mul]
  map_zero' := by
    ext σ τ
    simp [tensorOp_single]
  map_add' M K := by
    ext σ τ
    simp [tensorOp_single, add_mul]
  commutes' r := by
    have h : tensorOp (Pi.mulSingle a (1 : SiteOp n)) = (1 : ManyOp N n) := by
      rw [Pi.mulSingle_one, tensorOp_one]
    change tensorOp (Pi.mulSingle a (algebraMap ℂ (SiteOp n) r)) = _
    rw [Algebra.algebraMap_eq_smul_one, Algebra.algebraMap_eq_smul_one, ← h]
    ext σ τ
    simp only [Matrix.smul_apply, tensorOp_single, smul_eq_mul, mul_assoc]
  map_star' M := by

    ext σ τ
    rw [Matrix.star_apply, tensorOp_single, tensorOp_single, star_mul', star_prod,
      Matrix.star_apply]
    congr 1
    refine Finset.prod_congr rfl fun c _ => ?_
    rw [← Matrix.star_apply, star_one]

/-- Operators on different sites commute. -/
theorem site_comm {a b : Fin N} (hab : a ≠ b) (M K : SiteOp n) :
    site a M * site b K = site b K * site a M := by
  change tensorOp (Pi.mulSingle a M) * tensorOp (Pi.mulSingle b K) =
    tensorOp (Pi.mulSingle b K) * tensorOp (Pi.mulSingle a M)
  rw [tensorOp_mul, tensorOp_mul]
  refine congrArg tensorOp (funext fun c => ?_)
  simp only [Pi.mul_apply]
  by_cases h : c = a
  · rw [h, Pi.mulSingle_eq_of_ne hab, mul_one, one_mul]
  · rw [Pi.mulSingle_eq_of_ne h, mul_one, one_mul]

/-- Schwinger amplitude `u`: it takes level `j` to `j - 1` with weight `√j`. -/
def up (n : ℕ) : SiteOp n := Matrix.of fun i j =>
  if (j : ℕ) = i + 1 then ((√(j : ℝ) : ℝ) : ℂ) else 0

/-- Schwinger amplitude `d`: it multiplies level `j` by `√(n - j)`. -/
def down (n : ℕ) : SiteOp n := Matrix.diagonal fun j => ((√((n : ℝ) - j) : ℝ) : ℂ)

/-- The lowering operator factorises as `S⁻ = d† u`. -/
theorem lower_eq (n : ℕ) : lower n = star (down n) * up n := by
  ext i j
  have e : (star (down n) * up n) i j = ((√((n : ℝ) - i) : ℝ) : ℂ) * up n i j := by
    simp [down, Matrix.star_eq_conjTranspose, Matrix.diagonal_conjTranspose,
      Matrix.diagonal_mul]
  rw [e]
  simp only [lower, up, Matrix.of_apply, mul_ite, mul_zero]

/-- The number operators `u† u` and `d† d` are diagonal, with entries `j` and `n - j`. -/
theorem number_eq (n : ℕ) :
    star (up n) * up n = Matrix.diagonal (fun j : Fin (n + 1) => ((j : ℕ) : ℂ)) ∧
    star (down n) * down n =
      Matrix.diagonal (fun j : Fin (n + 1) => (n : ℂ) - ((j : ℕ) : ℂ)) := by
  constructor
  · ext i j
    have hi := i.isLt
    simp only [Matrix.mul_apply, Matrix.star_apply, up, Matrix.of_apply]
    rcases Nat.eq_zero_or_pos (i : ℕ) with h | h
    · rw [Finset.sum_eq_zero]
      · simp [Matrix.diagonal_apply, h]
      · intro k _
        have hne : ¬ (i : ℕ) = k + 1 := by omega
        rw [if_neg hne, star_zero, zero_mul]
    · -- only the level just below `i` contributes
      rw [Finset.sum_eq_single (⟨(i : ℕ) - 1, by omega⟩ : Fin (n + 1))]
      · dsimp only
        by_cases hij : i = j
        · subst hij
          have e : (i : ℕ) = (i : ℕ) - 1 + 1 := by omega
          rw [if_pos e, Matrix.diagonal_apply_eq, Complex.star_def, Complex.conj_ofReal,
            ← Complex.ofReal_mul, Real.mul_self_sqrt (Nat.cast_nonneg _),
            Complex.ofReal_natCast]
        · have hne : ¬ (j : ℕ) = (i : ℕ) - 1 + 1 := fun h' => hij (Fin.ext (by omega))
          rw [if_neg hne, mul_zero, Matrix.diagonal_apply_ne _ hij]
      · intro k _ hk
        have hne : ¬ (i : ℕ) = k + 1 := fun h' =>
          hk (Fin.ext (show (k : ℕ) = (i : ℕ) - 1 by omega))
        rw [if_neg hne, star_zero, zero_mul]
      · exact fun h' => absurd (Finset.mem_univ _) h'
  · rw [down, Matrix.star_eq_conjTranspose, Matrix.diagonal_conjTranspose,
      Matrix.diagonal_mul_diagonal]
    refine congrArg Matrix.diagonal (funext fun j => ?_)
    have hj : (0 : ℝ) ≤ (n : ℝ) - j :=
      sub_nonneg.2 (by exact_mod_cast Nat.lt_succ_iff.1 j.isLt)
    rw [Pi.star_apply, Complex.star_def, Complex.conj_ofReal, ← Complex.ofReal_mul,
      Real.mul_self_sqrt hj]
    simp

/-- The exchange operator `S_a · S_b = S^z_a S^z_b + (S⁺_a S⁻_b + S⁻_a S⁺_b)/2`. -/
def exchange (n : ℕ) (a b : Fin N) : ManyOp N n :=
  site a (spinZ n) * site b (spinZ n) + (1 / 2 : ℂ) •
    (site a (star (lower n)) * site b (lower n) + site a (lower n) * site b (star (lower n)))

/-- The pair amplitude `A = u_a d_b - d_a u_b`. -/
def singlet (n : ℕ) (a b : Fin N) : ManyOp N n :=
  site a (up n) * site b (down n) - site a (down n) * site b (up n)

/-- For two different sites, `S_a · S_b = n²/4 - A† A / 2`. -/
theorem exchange_eq {a b : Fin N} (hab : a ≠ b) :
    exchange n a b = ((n : ℂ) ^ 2 / 4) • (1 : ManyOp N n) -
      (1 / 2 : ℂ) • (star (singlet n a b) * singlet n a b) := by
  have quad : ∀ M M' K K' : SiteOp n,
      star (site a M * site b M') * (site a K * site b K') =
        site a (star M * K) * site b (star M' * K') := by
    intro M M' K K'
    rw [star_mul, ← map_star, ← map_star, map_mul, map_mul, ← site_comm hab]
    exact Commute.mul_mul_mul_comm (site_comm hab K (star M')).symm _ _
  have hl : star (lower n) = star (up n) * down n := by rw [lower_eq, star_mul, star_star]
  have hZ : spinZ n = (1 / 2 : ℂ) • (star (up n) * up n - star (down n) * down n) := by
    rw [(number_eq n).1, (number_eq n).2]
    ext i j
    by_cases h : i = j
    · subst h
      simp only [spinZ, Matrix.smul_apply, Matrix.sub_apply, Matrix.diagonal_apply_eq,
        smul_eq_mul]
      ring
    · simp [spinZ, h]
  have hN : star (up n) * up n + star (down n) * down n = (n : ℂ) • (1 : SiteOp n) := by
    rw [(number_eq n).1, (number_eq n).2]
    ext i j
    by_cases h : i = j
    · subst h
      simp
    · simp [h]
  -- the constant `n²/4` is a quarter of the product of `u† u + d† d` on the two sites
  have one : ((n : ℂ) ^ 2 / 4) • (1 : ManyOp N n) = (1 / 4 : ℂ) •
      ((site a (star (up n) * up n) + site a (star (down n) * down n)) *
        (site b (star (up n) * up n) + site b (star (down n) * down n))) := by
    rw [← map_add, ← map_add, hN, map_smul, map_smul, map_one, map_one,
      smul_mul_smul_comm, one_mul, smul_smul]
    congr 1
    ring
  rw [one, singlet, star_sub, sub_mul, mul_sub, mul_sub, quad, quad, quad, quad]
  simp only [exchange, hZ, hl]
  simp only [lower_eq, map_smul, map_sub, smul_mul_smul_comm, mul_add, add_mul, mul_sub,
    sub_mul]
  module

/-- The sum of the couplings over all pairs `a < b`. -/
def couplingSum (g : Fin N → Fin N → ℝ) : ℝ := ∑ a, ∑ b ∈ Finset.Ioi a, g a b

/-- The Heisenberg Hamiltonian `H = -∑_{a<b} g_ab S_a · S_b`. -/
def hamiltonian (n : ℕ) (g : Fin N → Fin N → ℝ) : ManyOp N n :=
  -∑ a, ∑ b ∈ Finset.Ioi a, (g a b : ℂ) • exchange n a b

/-- `H + (n²/4) ∑ g_ab` is the sum of `(g_ab/2) A† A` over all pairs `a < b`. -/
theorem hamiltonian_eq (g : Fin N → Fin N → ℝ) :
    hamiltonian n g + (((n : ℝ) ^ 2 / 4 * couplingSum g : ℝ) : ℂ) • (1 : ManyOp N n) =
      ∑ a, ∑ b ∈ Finset.Ioi a,
        ((g a b / 2 : ℝ) : ℂ) • (star (singlet n a b) * singlet n a b) := by
  simp only [hamiltonian, couplingSum, Finset.mul_sum, Complex.ofReal_sum, Finset.sum_smul,
    ← Finset.sum_neg_distrib, ← Finset.sum_add_distrib]
  refine Finset.sum_congr rfl fun a _ => Finset.sum_congr rfl fun b hb => ?_
  rw [exchange_eq (Finset.mem_Ioi.1 hb).ne]
  push_cast
  module

/-- The product basis state with every site in its top level `S^z = n/2`. -/
def polarized (N n : ℕ) : (Fin N → Fin (n + 1)) → ℂ := Pi.single (fun _ => Fin.last n) 1

/-- The polarized state is an eigenvector of `H` with eigenvalue `-(n²/4) ∑ g_ab`,
for real couplings of any sign. -/
theorem polarized_eigen (g : Fin N → Fin N → ℝ) :
    hamiltonian n g *ᵥ polarized N n =
      -((((n : ℝ) ^ 2 / 4 * couplingSum g : ℝ) : ℂ) • polarized N n) := by
  have h0 : ∀ i, down n i (Fin.last n) = 0 := by
    intro i
    by_cases h : i = Fin.last n
    · subst h
      simp [down]
    · simp [down, h]
  -- `d` annihilates the top level on each site
  have hd : ∀ a : Fin N, site a (down n) *ᵥ polarized N n = 0 := by
    intro a
    funext σ
    rw [polarized, Matrix.mulVec_single_one]
    exact (tensorOp_single a (down n) σ fun _ => Fin.last n).trans
      (by rw [h0, zero_mul, Pi.zero_apply])
  have add0 : ∀ A B : ManyOp N n, A *ᵥ polarized N n = 0 → B *ᵥ polarized N n = 0 →
      (A + B) *ᵥ polarized N n = 0 := by
    intro A B hA hB
    rw [Matrix.add_mulVec, hA, hB, add_zero]
  have h := congrArg (fun M => M *ᵥ polarized N n) (hamiltonian_eq (n := n) g)
  simp only [Matrix.add_mulVec, Matrix.smul_mulVec, Matrix.one_mulVec] at h
  refine eq_neg_of_add_eq_zero_left (h.trans ?_)
  refine Finset.sum_induction _ (fun M : ManyOp N n => M *ᵥ polarized N n = 0) add0
    (Matrix.zero_mulVec _) fun a _ => ?_
  refine Finset.sum_induction _ (fun M : ManyOp N n => M *ᵥ polarized N n = 0) add0
    (Matrix.zero_mulVec _) fun b hb => ?_
  have hA : singlet n a b *ᵥ polarized N n = 0 := by
    rw [singlet, Matrix.sub_mulVec, site_comm (Finset.mem_Ioi.1 hb).ne (down n) (up n),
      ← Matrix.mulVec_mulVec, ← Matrix.mulVec_mulVec, hd, hd, Matrix.mulVec_zero,
      Matrix.mulVec_zero, sub_zero]
  rw [Matrix.smul_mulVec, ← Matrix.mulVec_mulVec, hA, Matrix.mulVec_zero, smul_zero]

/-- For couplings `g_ab ≥ 0`, every state `v` has `⟨v, H v⟩ ≥ -(n²/4) (∑ g_ab) ⟨v, v⟩`, and
the polarized product state has norm one and attains equality. -/
theorem ferromagnetic_ground_state (g : Fin N → Fin N → ℝ)
    (hg : ∀ a b, a < b → 0 ≤ g a b) :
    (∀ v : (Fin N → Fin (n + 1)) → ℂ,
      -((((n : ℝ) ^ 2 / 4 * couplingSum g : ℝ) : ℂ) * (star v ⬝ᵥ v)) ≤
        star v ⬝ᵥ (hamiltonian n g *ᵥ v)) ∧
    star (polarized N n) ⬝ᵥ polarized N n = 1 ∧
    star (polarized N n) ⬝ᵥ (hamiltonian n g *ᵥ polarized N n) =
      -(((n : ℝ) ^ 2 / 4 * couplingSum g : ℝ) : ℂ) := by
  have hnorm : star (polarized N n) ⬝ᵥ polarized N n = 1 := by simp [polarized]
  refine ⟨fun v => ?_, hnorm, ?_⟩
  · -- the shifted Hamiltonian is a sum of positive operators
    have hp : (hamiltonian n g +
        (((n : ℝ) ^ 2 / 4 * couplingSum g : ℝ) : ℂ) • (1 : ManyOp N n)).PosSemidef := by
      rw [hamiltonian_eq]
      refine Matrix.posSemidef_sum _ fun a _ => Matrix.posSemidef_sum _ fun b hb => ?_
      exact (Matrix.posSemidef_conjTranspose_mul_self (singlet n a b)).smul
        (Complex.zero_le_real.2 (div_nonneg (hg a b (Finset.mem_Ioi.1 hb)) zero_le_two))
    have h := hp.dotProduct_mulVec_nonneg v
    rw [Matrix.add_mulVec, Matrix.smul_mulVec, Matrix.one_mulVec, dotProduct_add,
      dotProduct_smul, smul_eq_mul] at h
    rw [← sub_nonneg, sub_neg_eq_add]
    exact h
  · rw [polarized_eigen, dotProduct_neg, dotProduct_smul, hnorm, smul_eq_mul, mul_one]

end

end FerromagneticGroundState
```

```lean
#print axioms FerromagneticGroundState.ferromagnetic_ground_state
```

```
'FerromagneticGroundState.ferromagnetic_ground_state' depends on axioms: [propext, Classical.choice, Quot.sound]
```

## The spins and their energy

There are $N$ sites, each with levels $j=0,\dots,n$ and $S^z=j-n/2$, in units with $\hbar=1$. A state is a complex function on the configurations `Fin N → Fin (n + 1)`. The map `site a` puts a one-site operator on site $a$ and the identity elsewhere; below, a subscript $a$ does the same. The Hamiltonian is

$$H=-\sum_{a<b}g_{ab}\,\mathbf S_a\cdot\mathbf S_b,\qquad G=\sum_{a<b}g_{ab},$$

where `exchange` writes $\mathbf S_a\cdot\mathbf S_b$ in ladder form, $S^z_aS^z_b+\tfrac12(S^+_aS^-_b+S^-_aS^+_b)$, and `couplingSum` is $G$. Each pair counts once, and only the values $g_{ab}$ with $a<b$ matter.

The theorem `ferromagnetic_ground_state` says that if these couplings are non-negative, then every $v$, normalised or not, satisfies

$$\langle v,Hv\rangle\ge-\frac{n^2}{4}\,G\,\langle v,v\rangle,$$

and that `polarized`, the state with every site in level $n$, has norm one and energy $-n^2G/4$. The inequality uses the order on $\mathbb C$, in which comparable numbers have equal imaginary parts, so it also says that $\langle v,Hv\rangle$ is real. Uniqueness is not claimed.

The condition $g_{ab}\ge0$ means that each pair either has exchange that favours parallel spins or, where $g_{ab}=0$, is not coupled. That the electrons of a real magnet reduce to localised spins with isotropic pair exchange is assumed in writing down $H$. Within this finite model, the result gives an exact lowest energy against which a numerical diagonalisation can be compared.

## Writing the exchange as a constant minus a square

On one site, define

$$u|j\rangle=\sqrt j\,|j-1\rangle,\qquad d|j\rangle=\sqrt{n-j}\,|j\rangle,$$

with $u|0\rangle=0$. The file calls them `up` and `down`, although `up` lowers the level. They are modelled on Schwinger bosons, but both act within the same $n+1$ levels. They give

$$d^\dagger u|j\rangle=\sqrt{j(n-j+1)}\,|j-1\rangle=S^-|j\rangle$$

(`lower_eq`), and $p=u^\dagger u$ and $q=d^\dagger d$ are diagonal with entries $j$ and $n-j$ (`number_eq`). Hence $S^+=u^\dagger d$, $S^z=(p-q)/2$ and $p+q=n$.

For $a\ne b$ let $A_{ab}=u_ad_b-d_au_b$, called `singlet` in the file although it is an operator. Operators on different sites commute (`site_comm`), so

$$A_{ab}^\dagger A_{ab}=p_aq_b+q_ap_b-S^+_aS^-_b-S^-_aS^+_b.$$

Also,

$$\frac{n^2}{4}-S^z_aS^z_b=\frac{(p_a+q_a)(p_b+q_b)-(p_a-q_a)(p_b-q_b)}4=\frac{p_aq_b+q_ap_b}2.$$

Together these give `exchange_eq`:

$$\mathbf S_a\cdot\mathbf S_b=\frac{n^2}{4}-\frac12A_{ab}^\dagger A_{ab}.$$

In its proof, `quad` regroups each product site by site, `one` writes $n^2/4$ through $p+q$, and `module` compares coefficients. The tensor-product lemmas supply what this needs: `site a` respects sums, products and adjoints.

## The bound and the state that attains it

Multiplying by $-g_{ab}$ and summing over pairs gives `hamiltonian_eq`:

$$H+\frac{n^2}{4}G=\sum_{a<b}\frac{g_{ab}}2A_{ab}^\dagger A_{ab}.$$

The expectation value of the right side in $v$ is $\sum_{a<b}\frac{g_{ab}}2\|A_{ab}v\|^2\ge0$, which is the bound. Lean obtains it by showing that each term, and hence the sum, is positive semidefinite.

At the top level $d|n\rangle=0$. Since $A_{ab}=u_ad_b-u_bd_a$, every $A_{ab}$ annihilates the polarized state, so this state is an eigenvector of $H$ with eigenvalue $-n^2G/4$. No sign of $g_{ab}$ entered here, and `polarized_eigen` holds for all real couplings. Taking the inner product with the normalised state gives equality in the bound.

## Two spins one half

Take $N=2$, $n=1$ and $g_{01}=2$, so the bound for normalised states is $-\tfrac14\cdot2=-\tfrac12$. With levels written as $|j_0j_1\rangle$,

$$A_{01}|10\rangle=|00\rangle,\qquad A_{01}|01\rangle=-|00\rangle.$$

The singlet $(|10\rangle-|01\rangle)/\sqrt2$ goes to $\sqrt2\,|00\rangle$, so its energy is $-\tfrac12+\tfrac22\cdot2=\tfrac32$. The combination $(|10\rangle+|01\rangle)/\sqrt2$ goes to zero and has energy $-\tfrac12$, the same as the polarized state $|11\rangle$.
